# No ghost state lies below an eigenvalue e < l1 if H0 ≥ l1 orthogonally to one vector and the added projector is repulsive

A separable pseudopotential can reproduce its intended level exactly and still produce a spurious level underneath it, a ghost state. If the intended level should be occupied, a code that fills levels from the bottom puts electrons into the ghost first, and checking the intended level alone does not reveal the error. Two dimensions are enough to show this: adding the attractive term −4|v⟩⟨v| with v = (0,1) to diag(0,3) leaves the level 0 in place and moves the other from 3 to −1.

## The bound that excludes a lower level

Let H0 be a Hermitian operator, u0 a vector and l1 a real number such that

⟨x, H0 x⟩ ≥ l1 ‖x‖²  for every x with ⟨u0, x⟩ = 0.

Add one projector term with vector v and real strength c ≥ 0:

H = H0 + c |v⟩⟨v|.

If e is an eigenvalue of H and e < l1, then its eigenspace has dimension one and every eigenvalue e' of H satisfies e ≤ e'.

In a finite basis of dimension at least two, one can take u0 to be the lowest eigenvector of H0 and l1 its second eigenvalue, counted with multiplicity. The hypothesis then holds, and H0 has at most one eigenvalue below l1, counted with multiplicity.

## Checking a single-projector channel

Take a fixed one-electron Hamiltonian in a finite orthonormal basis, with one repulsive projector in an angular-momentum channel. A pseudopotential generator can compare the intended level e, an eigenvalue with the projector included, with the second eigenvalue l1 of the radial Hamiltonian without the projector. If e < l1, no ghost lies below e in that channel. If e > l1, a lower level does exist: some nonzero combination of the two lowest eigenvectors of H0 is orthogonal to v, so its energy expectation is unchanged by the projector and is at most l1, and the lowest eigenvalue of H cannot exceed it. This converse is not part of the Lean file. If e = l1, the comparison alone does not decide.

## Moving the bound from u0 to the eigenvector

The inner product is antilinear in its first argument. Since c is real, H is Hermitian, and

⟨x, H x⟩ = ⟨x, H0 x⟩ + c ⟨v, x⟩⟨x, v⟩ = ⟨x, H0 x⟩ + c |⟨v, x⟩|².

The last term is nonnegative, so H obeys the same lower bound as H0 on vectors orthogonal to u0.

Let H φ = e φ with φ ≠ 0 and e < l1. If φ were orthogonal to u0, the bound would give l1 ‖φ‖² ≤ e ‖φ‖², which is false. Hence ⟨u0, φ⟩ ≠ 0.

Now take any x orthogonal to φ and set

a = −⟨u0, x⟩ / ⟨u0, φ⟩,  y = x + a φ.

Then ⟨u0, y⟩ = 0, so the bound applies to y. The cross terms vanish, because ⟨φ, H x⟩ = ⟨H φ, x⟩ = e ⟨φ, x⟩ = 0 and ⟨x, H φ⟩ = e ⟨x, φ⟩ = 0. Therefore

‖y‖² = ‖x‖² + |a|² ‖φ‖²,

⟨y, H y⟩ = ⟨x, H x⟩ + |a|² e ‖φ‖².

Inserting both into ⟨y, H y⟩ ≥ l1 ‖y‖² gives

⟨x, H x⟩ ≥ l1 ‖x‖² + (l1 − e) |a|² ‖φ‖² ≥ l1 ‖x‖².

The bound now holds on the complement of φ.

Let H ψ = e' ψ with ψ ≠ 0 and e' ≠ e. Hermiticity gives e ⟨φ, ψ⟩ = e' ⟨φ, ψ⟩, so ψ is orthogonal to φ. The new bound yields e' ‖ψ‖² ≥ l1 ‖ψ‖², hence e' ≥ l1 > e.

If instead H ψ = e ψ, remove the φ component:

χ = ψ − (⟨φ, ψ⟩ / ⟨φ, φ⟩) φ.

This χ is orthogonal to φ and satisfies H χ = e χ, so e ‖χ‖² ≥ l1 ‖χ‖². Since e < l1, χ = 0 and ψ is a multiple of φ. The eigenspace is one-dimensional.

## The same argument in Lean

`withProjector_symmetric` and `energy_withProjector` supply Hermiticity and the energy shift. `energy_eigenvector` evaluates the energy of an eigenvector. The central lemma is `above_orthogonal_to_eigenvector`: its `hs` is the nonzero overlap with u0, `ha` fixes the coefficient a, `hnorm` and `hen` are the two expansions for y, and the closing `nlinarith` combines them with `h4`, the nonnegative term containing l1 − e. The lemma writes l and u for l1 and u0.

`other_levels_above` treats different eigenvalues; its `linear_combination` step subtracts the two sides of the Hermiticity relation. In `no_ghost_below`, `finrank_eq_one_iff_of_nonzero'` reduces dimension one to showing that every ψ in the eigenspace is a multiple of φ. The facts `horth` and `heig` are the two properties of χ.

```lean
import Mathlib

open Module.End

namespace GhostStates

variable {E : Type*} [NormedAddCommGroup E] [InnerProductSpace ℂ E]

/-- The Hamiltonian `H0 + c |v⟩⟨v|`: a reference operator plus one separable projector term. -/
@[simps]
noncomputable def withProjector (H0 : E →ₗ[ℂ] E) (c : ℝ) (v : E) : E →ₗ[ℂ] E where
  toFun x := H0 x + ((c : ℂ) * inner ℂ v x) • v
  map_add' x y := by
    rw [map_add, inner_add_right]
    module
  map_smul' a x := by
    rw [map_smul, inner_smul_right, RingHom.id_apply]
    module

/-- The real part of `⟨x, H x⟩`, without division by `‖x‖²`. -/
noncomputable def energy (H : E →ₗ[ℂ] E) (x : E) : ℝ := (inner ℂ x (H x)).re

/-- Every state orthogonal to `u` has energy at least `l` per unit norm squared. -/
def AboveOrthogonalTo (H : E →ₗ[ℂ] E) (l : ℝ) (u : E) : Prop :=
  ∀ x, inner ℂ u x = 0 → l * ‖x‖ ^ 2 ≤ energy H x

/-- Adding a projector term with real strength keeps the Hamiltonian Hermitian. -/
theorem withProjector_symmetric {H0 : E →ₗ[ℂ] E} (h : H0.IsSymmetric) (c : ℝ) (v : E) :
    (withProjector H0 c v).IsSymmetric := by
  intro x y
  simp only [withProjector_apply, inner_add_left, inner_add_right, inner_smul_left,
    inner_smul_right, map_mul, Complex.conj_ofReal, inner_conj_symm]
  rw [h x y]
  ring

/-- The projector term shifts the energy of `x` by `c |⟨v, x⟩|²`. -/
theorem energy_withProjector (H0 : E →ₗ[ℂ] E) (c : ℝ) (v x : E) :
    energy (withProjector H0 c v) x = energy H0 x + c * ‖inner ℂ v x‖ ^ 2 := by
  unfold energy
  rw [withProjector_apply, inner_add_right, inner_smul_right, ← inner_conj_symm x v,
    mul_assoc, Complex.mul_conj, Complex.normSq_eq_norm_sq, ← Complex.ofReal_mul,
    Complex.add_re, Complex.ofReal_re]

/-- An eigenvector with eigenvalue `e` has energy `e` per unit norm squared. -/
theorem energy_eigenvector {H : E →ₗ[ℂ] E} {e : ℝ} {φ : E} (hφ : H φ = (e : ℂ) • φ) :
    energy H φ = e * ‖φ‖ ^ 2 := by
  have hn : inner ℂ φ φ = ((‖φ‖ ^ 2 : ℝ) : ℂ) :=
    (inner_self_eq_norm_sq_to_K φ).trans (Complex.ofReal_pow _ _).symm
  unfold energy
  rw [hφ, inner_smul_right, hn, ← Complex.ofReal_mul, Complex.ofReal_re]

/-- If a Hermitian `H` is bounded below by `l` on the states orthogonal to `u`, and `φ` is an
eigenvector with eigenvalue below `l`, then `H` is bounded below by `l` on the states orthogonal to
`φ`. -/
theorem above_orthogonal_to_eigenvector {H : E →ₗ[ℂ] E} (hH : H.IsSymmetric) {l e : ℝ}
    {u φ : E} (hu : AboveOrthogonalTo H l u) (hφ : H φ = (e : ℂ) • φ) (h0 : φ ≠ 0)
    (hel : e < l) : AboveOrthogonalTo H l φ := by
  intro x hx
  -- the low eigenvector must overlap the reference state
  have hs : inner ℂ u φ ≠ 0 := by
    intro hs
    have h1 := hu φ hs
    rw [energy_eigenvector hφ] at h1
    have h2 : 0 < ‖φ‖ ^ 2 := pow_pos (norm_pos_iff.2 h0) 2
    nlinarith
  have hx' : inner ℂ x φ = 0 := inner_eq_zero_symm.1 hx
  have hHx : inner ℂ φ (H x) = 0 := by
    rw [← hH φ x, hφ, inner_smul_left, hx, mul_zero]
  -- mix in enough of `φ` to become orthogonal to `u`
  obtain ⟨a, ha⟩ : ∃ a : ℂ, inner ℂ u x + a * inner ℂ u φ = 0 :=
    ⟨-(inner ℂ u x) / inner ℂ u φ, by rw [div_mul_cancel₀ _ hs]; ring⟩
  have hb := hu (x + a • φ) (by rw [inner_add_right, inner_smul_right, ha])
  have hnorm : ‖x + a • φ‖ ^ 2 = ‖x‖ ^ 2 + ‖a‖ ^ 2 * ‖φ‖ ^ 2 := by
    rw [norm_add_sq (𝕜 := ℂ), inner_smul_right, hx', norm_smul]
    simp only [mul_zero, map_zero, add_zero, mul_pow]
  -- the cross terms of the energy vanish
  have hen : energy H (x + a • φ) = energy H x + ‖a‖ ^ 2 * (e * ‖φ‖ ^ 2) := by
    have h3 : inner ℂ (x + a • φ) (H (x + a • φ)) =
        inner ℂ x (H x) + ((‖a‖ ^ 2 : ℝ) : ℂ) * inner ℂ φ (H φ) := by
      rw [map_add, map_smul, ← Complex.normSq_eq_norm_sq, ← Complex.mul_conj]
      simp only [inner_add_left, inner_add_right, inner_smul_left, inner_smul_right, hHx]
      rw [hφ, inner_smul_right, inner_smul_right, hx']
      ring
    rw [← energy_eigenvector hφ]
    unfold energy
    rw [h3, Complex.add_re, Complex.re_ofReal_mul]
  rw [hnorm, hen] at hb
  have h4 : 0 ≤ ‖a‖ ^ 2 * ‖φ‖ ^ 2 * (l - e) := mul_nonneg (by positivity) (by linarith)
  nlinarith

/-- If a Hermitian `H` is bounded below by `l` on the states orthogonal to `u` and has an eigenvalue
`e < l`, then every other eigenvalue is at least `l`. -/
theorem other_levels_above {H : E →ₗ[ℂ] E} (hH : H.IsSymmetric) {l e e' : ℝ} {u : E}
    (hu : AboveOrthogonalTo H l u) (he : HasEigenvalue H (e : ℂ)) (hel : e < l)
    (he' : HasEigenvalue H (e' : ℂ)) (hne : e' ≠ e) : l ≤ e' := by
  obtain ⟨φ, hφ⟩ := he.exists_hasEigenvector
  obtain ⟨ψ, hψ⟩ := he'.exists_hasEigenvector
  -- eigenvectors of different eigenvalues are orthogonal
  have horth : inner ℂ φ ψ = 0 := by
    have h1 := hH φ ψ
    rw [hφ.apply_eq_smul, hψ.apply_eq_smul, inner_smul_left, inner_smul_right,
      Complex.conj_ofReal] at h1
    have h2 : ((e' : ℂ) - e) * inner ℂ φ ψ = 0 := by linear_combination -h1
    exact (mul_eq_zero.1 h2).resolve_left
      (sub_ne_zero.2 fun h => hne (Complex.ofReal_injective h))
  have h3 := above_orthogonal_to_eigenvector hH hu hφ.apply_eq_smul hφ.2 hel ψ horth
  rw [energy_eigenvector hψ.apply_eq_smul] at h3
  exact le_of_mul_le_mul_right h3 (pow_pos (norm_pos_iff.2 hψ.2) 2)

/-- Let `H0` be Hermitian and bounded below by `l1` on the states orthogonal to `u0`. With a
repulsive projector term, an eigenvalue `e < l1` is nondegenerate and is the lowest one. -/
theorem no_ghost_below {H0 : E →ₗ[ℂ] E} (hH0 : H0.IsSymmetric) {l1 c e : ℝ} {u0 v : E}
    (hu : AboveOrthogonalTo H0 l1 u0) (hc : 0 ≤ c)
    (he : HasEigenvalue (withProjector H0 c v) (e : ℂ)) (hel : e < l1) :
    Module.finrank ℂ (eigenspace (withProjector H0 c v) (e : ℂ)) = 1 ∧
      ∀ e' : ℝ, HasEigenvalue (withProjector H0 c v) (e' : ℂ) → e ≤ e' := by
  have hH := withProjector_symmetric hH0 c v
  -- a repulsive term can only raise energies
  have hu' : AboveOrthogonalTo (withProjector H0 c v) l1 u0 := by
    intro x hx
    rw [energy_withProjector]
    have h1 := hu x hx
    have h2 : 0 ≤ c * ‖inner ℂ v x‖ ^ 2 := by positivity
    linarith
  constructor
  · obtain ⟨φ, hφ⟩ := he.exists_hasEigenvector
    have hφe := hφ.apply_eq_smul
    refine (finrank_eq_one_iff_of_nonzero'
      (⟨φ, mem_eigenspace_iff.2 hφe⟩ : eigenspace (withProjector H0 c v) (e : ℂ))
      (fun h => hφ.2 (congrArg Subtype.val h))).2 ?_
    rintro ⟨ψ, hψ⟩
    have hψe := mem_eigenspace_iff.1 hψ
    have hn : inner ℂ φ φ ≠ 0 := inner_self_ne_zero.2 hφ.2
    refine ⟨inner ℂ φ ψ / inner ℂ φ φ, Subtype.ext ?_⟩
    change (inner ℂ φ ψ / inner ℂ φ φ) • φ = ψ
    -- the part of `ψ` orthogonal to `φ` would lie both at `e` and above `l1`
    have horth : inner ℂ φ (ψ - (inner ℂ φ ψ / inner ℂ φ φ) • φ) = 0 := by
      rw [inner_sub_right, inner_smul_right, div_mul_cancel₀ _ hn, sub_self]
    have heig : withProjector H0 c v (ψ - (inner ℂ φ ψ / inner ℂ φ φ) • φ) =
        (e : ℂ) • (ψ - (inner ℂ φ ψ / inner ℂ φ φ) • φ) := by
      rw [map_sub, map_smul, hψe, hφe]
      module
    have h3 := above_orthogonal_to_eigenvector hH hu' hφe hφ.2 hel _ horth
    rw [energy_eigenvector heig] at h3
    by_contra hne
    have h4 := pow_pos (norm_pos_iff.2 (sub_ne_zero.2 (Ne.symm hne))) 2
    nlinarith
  · intro e' he'
    by_cases h : e' = e
    · exact h.ge
    · exact hel.le.trans (other_levels_above hH hu' he hel he' h)

/-- The two-level reference Hamiltonian `diag(0, 3)` on `ℂ²`. -/
noncomputable def twoLevel : EuclideanSpace ℂ (Fin 2) →ₗ[ℂ] EuclideanSpace ℂ (Fin 2) :=
  withProjector 0 3 !₂[0, 1]

/-- The two-level Hamiltonian is Hermitian and bounded below by 3 orthogonally to `(1, 0)`;
with the repulsive term `c = 2`, `v = (1, 1)` it has the eigenvalue 1. -/
theorem no_ghost_below_witness :
    twoLevel.IsSymmetric ∧ AboveOrthogonalTo twoLevel 3 !₂[1, 0] ∧
      HasEigenvalue (withProjector twoLevel 2 !₂[1, 1]) ((1 : ℝ) : ℂ) := by
  refine ⟨withProjector_symmetric (fun x y => by simp) 3 _, ?_, ?_⟩
  · intro x hx
    have h0 : x.ofLp 0 = 0 := by simpa [PiLp.inner_apply, Fin.sum_univ_two] using hx
    have h1 : inner ℂ !₂[(0 : ℂ), 1] x = x.ofLp 1 := by
      simp [PiLp.inner_apply, Fin.sum_univ_two]
    rw [twoLevel, energy_withProjector, h1, EuclideanSpace.norm_sq_eq, Fin.sum_univ_two, h0]
    simp [energy]
  · refine hasEigenvalue_of_hasEigenvector (x := !₂[(2 : ℂ), -1])
      ⟨mem_eigenspace_iff.2 ?_, fun h => ?_⟩
    · ext i
      fin_cases i <;> simp [twoLevel, PiLp.inner_apply, Fin.sum_univ_two] <;> norm_num
    · have h1 := congrArg (fun x => x.ofLp 0) h
      simp at h1

/-- With the attractive term `c = -4`, `v = (0, 1)`, the two-level Hamiltonian has both
eigenvalues 0 and -1. -/
theorem attractive_projector_ghost :
    HasEigenvalue (withProjector twoLevel (-4) !₂[0, 1]) ((0 : ℝ) : ℂ) ∧
      HasEigenvalue (withProjector twoLevel (-4) !₂[0, 1]) ((-1 : ℝ) : ℂ) := by
  constructor
  · refine hasEigenvalue_of_hasEigenvector (x := !₂[(1 : ℂ), 0])
      ⟨mem_eigenspace_iff.2 ?_, fun h => ?_⟩
    · ext i
      fin_cases i <;> simp [twoLevel, PiLp.inner_apply, Fin.sum_univ_two]
    · have h1 := congrArg (fun x => x.ofLp 0) h
      simp at h1
  · have hn : ‖(!₂[(0 : ℂ), 1] : EuclideanSpace ℂ (Fin 2))‖ = 1 := by
      simp [EuclideanSpace.norm_eq, Fin.sum_univ_two]
    refine hasEigenvalue_of_hasEigenvector (x := !₂[(0 : ℂ), 1])
      ⟨mem_eigenspace_iff.2 ?_, fun h => ?_⟩
    · ext i
      fin_cases i <;> simp [twoLevel, hn]
      norm_num
    · have h1 := congrArg (fun x => x.ofLp 1) h
      simp at h1

end GhostStates
```

```lean
#print axioms GhostStates.no_ghost_below
-- 'GhostStates.no_ghost_below' depends on axioms: [propext, Classical.choice, Quot.sound]
#print axioms GhostStates.attractive_projector_ghost
-- 'GhostStates.attractive_projector_ghost' depends on axioms: [propext, Classical.choice, Quot.sound]
```

## Scope of the guarantee

The main theorem is `no_ghost_below`. The space `E` is any complex inner product space, and `H0` is a linear map from all of `E` to itself. This covers every finite orthonormal basis, but not an unbounded kinetic operator on its full self-adjoint domain, which it does not map into itself. `IsSymmetric` means Hermitian. `energy H x` is the real part of ⟨x, H x⟩ without normalisation; for nonzero x, dividing by ‖x‖² gives the expectation value. `AboveOrthogonalTo H0 l1 u0` is the assumed lower bound. The vector u0 need not be an eigenvector or normalised.

The conclusion `Module.finrank … = 1` is nondegeneracy. The comparison runs over real e', which loses nothing because a Hermitian operator has only real eigenvalues.

`no_ghost_below_witness` gives a case that meets the hypotheses: diag(0,3), u0 = (1,0), l1 = 3, c = 2 and v = (1,1) yield the eigenvalue 1. Its eigenvector in the file is (2,−1), or (2,−1)/√5 when normalised. With the unit vector (1,1)/√2 in place of v, the same term has strength 4. `attractive_projector_ghost` verifies the levels 0 and −1 of the opening example, where only the condition c ≥ 0 fails.

The bound l1 is an input: the theorem neither computes it nor accounts for rounding error in e or l1. It also does not establish that e is the level the pseudopotential was meant to reproduce. Spurious levels at or above l1 remain possible. The model has one projector and no overlap operator, so it does not directly cover multi-projector channels or the generalised eigenvalue problems of ultrasoft and projector augmented-wave methods.
